# The largest Hubbard occupation of one electron on two unit projectors a and b is 1 + |⟨a,b⟩|

Take two neighbouring atoms, each with one localised orbital that serves as a Hubbard projector, and one electron spread over the bond between them. The occupation of each site is the squared overlap of the electron's state with that site's orbital. If the two orbitals are orthogonal, the two occupations add up to at most one. Atomic orbitals on neighbouring atoms usually overlap, however, and then part of the electron's state can be counted on both sites. How large can the sum become for a single electron?

Write $a$ and $b$ for the two orbitals, both of norm one, and $u$ for the normalised state of the electron. The answer is

$$\max_{\|u\|=1}\left(|\langle a,u\rangle|^2+|\langle b,u\rangle|^2\right)=1+|\langle a,b\rangle| .$$

In DFT+U, where the correction energy is a function of site occupations, this measures how far the summed occupation can exceed the true electron number, within a model of one electron and two projectors that are used as they stand, without orthogonalisation.

## States, projectors and the total occupation

States and orbitals are vectors in a complex inner-product space $E$. The inner product is conjugate-linear in its first argument and linear in its second, as in Dirac notation.

In Lean 4 with Mathlib:

```lean
import Mathlib

open scoped InnerProductSpace ComplexConjugate

namespace HubbardOvercounting

variable {E : Type*} [NormedAddCommGroup E] [InnerProductSpace ℂ E]
```

Nothing is assumed about the dimension of `E` or its completeness. All norms and overlaps refer to one and the same inner product. If states are normalised with a positive definite overlap operator $S$, as in a generalised eigenvalue problem, the result applies with $\langle x,y\rangle$ read as $\langle x|S|y\rangle$ throughout, in the projections as well. Occupations obtained by integrating only inside augmentation spheres are a different quantity.

For a finite family of projector orbitals $p_i$, the total Hubbard occupation of $u$ is

$$N(u)=\sum_i|\langle p_i,u\rangle|^2 .$$

```lean
/-- Total Hubbard occupation of the one-electron state `u`: the sum of its squared overlaps
with the projector orbitals `p i`. -/
noncomputable def hubbardCount {ι : Type*} [Fintype ι] (p : ι → E) (u : E) : ℝ :=
  ∑ i, ‖⟪p i, u⟫_ℂ‖ ^ 2
```

The index type `ι` labels the projectors, and `hubbardCount p u` is $N(u)$. The two-site case is the family `![a, b]`. Only the sum of the diagonal occupations enters, and spin is left out.

Since the inner product is linear in its second argument, $\langle p_i,cu\rangle=c\,\langle p_i,u\rangle$ for every complex number $c$, and therefore $N(cu)=|c|^2N(u)$.

```lean
/-- Rescaling a state by a complex number `c` multiplies its Hubbard occupation by `|c|²`. -/
theorem hubbardCount_smul {ι : Type*} [Fintype ι] (p : ι → E) (c : ℂ) (u : E) :
    hubbardCount p (c • u) = ‖c‖ ^ 2 * hubbardCount p u := by
  simp only [hubbardCount, inner_smul_right, norm_mul, mul_pow, Finset.mul_sum]
```

This lets the maximising state be found first and normalised afterwards.

## The norm of a superposition of overlapping orbitals

Suppose that every absolute row sum of the overlap matrix is bounded by a real number $M$, so that $\sum_j|\langle p_i,p_j\rangle|\le M$ for each $i$. For complex coefficients $c_i$, expanding the norm and applying the triangle inequality gives

$$\Big\|\sum_i c_ip_i\Big\|^2=\sum_{i,j}\overline{c_i}\,c_j\langle p_i,p_j\rangle\le\sum_{i,j}|c_i||c_j||\langle p_i,p_j\rangle| .$$

Next, $2|c_i||c_j|\le|c_i|^2+|c_j|^2$. Because $|\langle p_i,p_j\rangle|=|\langle p_j,p_i\rangle|$, the two resulting double sums are equal, and

$$\Big\|\sum_i c_ip_i\Big\|^2\le\sum_i|c_i|^2\sum_j|\langle p_i,p_j\rangle|\le M\sum_i|c_i|^2 .$$

```lean
/-- If every absolute row sum of the overlap matrix is at most `M`, a superposition of the
projector orbitals has squared norm at most `M` times the sum of its squared coefficients. -/
theorem norm_sq_superposition_le {ι : Type*} [Fintype ι] (p : ι → E) (M : ℝ)
    (hM : ∀ i, ∑ j, ‖⟪p i, p j⟫_ℂ‖ ≤ M) (c : ι → ℂ) :
    ‖∑ i, c i • p i‖ ^ 2 ≤ M * ∑ i, ‖c i‖ ^ 2 := by
  have hn : ∀ w : E, ‖w‖ ^ 2 = ‖⟪w, w⟫_ℂ‖ := fun w => by
    rw [inner_self_eq_norm_sq_to_K]; simp
  have hs : ∀ x y : E, ‖⟪x, y⟫_ℂ‖ = ‖⟪y, x⟫_ℂ‖ := fun x y => by
    rw [← inner_conj_symm, RCLike.norm_conj]
  -- expand the norm in the overlap matrix and use the triangle inequality
  have h1 : ‖∑ i, c i • p i‖ ^ 2 ≤ ∑ i, ∑ j, ‖c i‖ * ‖c j‖ * ‖⟪p i, p j⟫_ℂ‖ := by
    rw [hn, sum_inner]
    refine (norm_sum_le _ _).trans (Finset.sum_le_sum fun i _ => ?_)
    rw [inner_sum]
    refine (norm_sum_le _ _).trans (Finset.sum_le_sum fun j _ => le_of_eq ?_)
    rw [inner_smul_left, inner_smul_right, norm_mul, norm_mul, RCLike.norm_conj]
    ring
  -- split each product of coefficients into squares
  have h2 : ∑ i, ∑ j, (‖c i‖ * ‖c j‖ * ‖⟪p i, p j⟫_ℂ‖ + ‖c i‖ * ‖c j‖ * ‖⟪p i, p j⟫_ℂ‖)
      ≤ ∑ i, ∑ j, (‖c i‖ ^ 2 * ‖⟪p i, p j⟫_ℂ‖ + ‖c j‖ ^ 2 * ‖⟪p i, p j⟫_ℂ‖) := by
    refine Finset.sum_le_sum fun i _ => Finset.sum_le_sum fun j _ => ?_
    nlinarith [mul_nonneg (sq_nonneg (‖c i‖ - ‖c j‖)) (norm_nonneg ⟪p i, p j⟫_ℂ)]
  simp only [Finset.sum_add_distrib] at h2
  have h3 : ∑ i, ∑ j, ‖c j‖ ^ 2 * ‖⟪p i, p j⟫_ℂ‖
      = ∑ i, ∑ j, ‖c i‖ ^ 2 * ‖⟪p i, p j⟫_ℂ‖ := by
    rw [Finset.sum_comm]
    refine Finset.sum_congr rfl fun i _ => Finset.sum_congr rfl fun j _ => ?_
    rw [hs (p j) (p i)]
  have h4 : ∑ i, ∑ j, ‖c i‖ ^ 2 * ‖⟪p i, p j⟫_ℂ‖ ≤ M * ∑ i, ‖c i‖ ^ 2 := by
    rw [Finset.mul_sum]
    refine Finset.sum_le_sum fun i _ => ?_
    rw [← Finset.mul_sum]
    have := mul_le_mul_of_nonneg_right (hM i) (sq_nonneg ‖c i‖)
    linarith
  linarith
```

The hypothesis `hM` is the row-sum condition. In the proof, `h1` is the expansion with the triangle inequality. The step `h2` is the inequality between products and squares, kept in doubled form to avoid fractions; `nlinarith` obtains it from $(|c_i|-|c_j|)^2\ge0$ multiplied by the absolute overlap. The exchange of indices is `h3`, and `h4` inserts the row-sum bound. The orbitals need not be normalised or linearly independent.

## An upper bound for any number of sites

Rebuild a state from the projections of $u$:

$$w=\sum_i\langle p_i,u\rangle\,p_i .$$

Its overlap with $u$ is the total occupation,

$$\langle w,u\rangle=\sum_i\overline{\langle p_i,u\rangle}\,\langle p_i,u\rangle=N(u),$$

so the Cauchy–Schwarz inequality gives $N(u)\le\|w\|\,\|u\|$. The previous bound with $c_i=\langle p_i,u\rangle$ reads $\|w\|^2\le M\,N(u)$. Together,

$$N(u)^2\le\|w\|^2\|u\|^2\le M\,N(u)\,\|u\|^2 .$$

If $N(u)>0$, division by $N(u)$ yields $N(u)\le M\|u\|^2$. If $N(u)=0$, the same bound holds because $M\ge0$.

```lean
/-- For any nonempty finite set of projector orbitals whose overlap matrix has absolute row sums
at most `M`, the Hubbard occupation of a state `u` is at most `M ‖u‖²`. -/
theorem hubbardCount_le {ι : Type*} [Fintype ι] [Nonempty ι] (p : ι → E) (M : ℝ)
    (hM : ∀ i, ∑ j, ‖⟪p i, p j⟫_ℂ‖ ≤ M) (u : E) :
    hubbardCount p u ≤ M * ‖u‖ ^ 2 := by
  have hM0 : 0 ≤ M :=
    (Finset.sum_nonneg fun j _ => norm_nonneg _).trans (hM (Classical.arbitrary ι))
  have hS0 : 0 ≤ hubbardCount p u := Finset.sum_nonneg fun i _ => sq_nonneg _
  -- `w` is the state rebuilt from the projections of `u`
  obtain ⟨w, hw⟩ : ∃ w : E, w = ∑ i, ⟪p i, u⟫_ℂ • p i := ⟨_, rfl⟩
  have hS : ⟪w, u⟫_ℂ = ((hubbardCount p u : ℝ) : ℂ) := by
    rw [hw, sum_inner, hubbardCount, Complex.ofReal_sum]
    refine Finset.sum_congr rfl fun i _ => ?_
    rw [inner_smul_left, Complex.conj_mul', Complex.ofReal_pow]
  have hcs : hubbardCount p u ≤ ‖w‖ * ‖u‖ := by
    have h := norm_inner_le_norm (𝕜 := ℂ) w u
    rwa [hS, Complex.norm_real, Real.norm_of_nonneg hS0] at h
  have hww : ‖w‖ ^ 2 ≤ M * hubbardCount p u := by
    rw [hw]
    exact norm_sq_superposition_le p M hM fun i => ⟪p i, u⟫_ℂ
  rcases hS0.eq_or_lt with h | h
  · rw [← h]
    exact mul_nonneg hM0 (sq_nonneg _)
  · refine le_of_mul_le_mul_left ?_ h
    calc hubbardCount p u * hubbardCount p u
        ≤ (‖w‖ * ‖u‖) * (‖w‖ * ‖u‖) := mul_self_le_mul_self hS0 hcs
      _ = ‖w‖ ^ 2 * ‖u‖ ^ 2 := by ring
      _ ≤ M * hubbardCount p u * ‖u‖ ^ 2 := mul_le_mul_of_nonneg_right hww (sq_nonneg _)
      _ = hubbardCount p u * (M * ‖u‖ ^ 2) := by ring
```

The names follow the derivation: `hS` is the identity for $\langle w,u\rangle$, `hcs` is Cauchy–Schwarz, and `hww` is the bound on $\|w\|^2$. The final case split separates $N(u)=0$ from $N(u)>0$. The assumption `Nonempty ι` supplies $M\ge0$: with no projectors at all, the row-sum condition would be satisfied by a negative $M$, and the conclusion would fail for any nonzero $u$.

## The bonding combination

Return to two unit orbitals and write $s=\langle a,b\rangle$. Let $z$ be a phase, $|z|=1$, with $zs=|s|$, and set $v=a+zb$. Conjugating $zs=|s|$ and multiplying by $z$ gives $\langle b,a\rangle=\overline{s}=|s|z$. Hence

$$\langle a,v\rangle=1+|s|,\qquad \langle b,v\rangle=|s|z+z=z(1+|s|).$$

Both sites see $v$ with the same weight. The squared norm and the occupation are

$$\|v\|^2=\langle a,v\rangle+\overline z\,\langle b,v\rangle=2(1+|s|),\qquad N(v)=2(1+|s|)^2=(1+|s|)\,\|v\|^2 .$$

```lean
/-- For unit orbitals `a`, `b` and a phase `z` that makes `z⟨a,b⟩` equal to `|⟨a,b⟩|`, the
combination `a + z b` has squared norm `2(1 + |⟨a,b⟩|)` and Hubbard occupation
`1 + |⟨a,b⟩|` per unit of squared norm. -/
theorem bonding_combination {a b : E} (ha : ‖a‖ = 1) (hb : ‖b‖ = 1) {z : ℂ} (hz : ‖z‖ = 1)
    (hzg : z * ⟪a, b⟫_ℂ = (‖⟪a, b⟫_ℂ‖ : ℂ)) :
    ‖a + z • b‖ ^ 2 = 2 * (1 + ‖⟪a, b⟫_ℂ‖) ∧
      hubbardCount ![a, b] (a + z • b) = (1 + ‖⟪a, b⟫_ℂ‖) * ‖a + z • b‖ ^ 2 := by
  have haa : ⟪a, a⟫_ℂ = 1 := by rw [inner_self_eq_norm_sq_to_K, ha]; simp
  have hbb : ⟪b, b⟫_ℂ = 1 := by rw [inner_self_eq_norm_sq_to_K, hb]; simp
  have hzz : conj z * z = 1 := by rw [Complex.conj_mul', hz]; simp
  have hba : ⟪b, a⟫_ℂ = (‖⟪a, b⟫_ℂ‖ : ℂ) * z := by
    have hc := congrArg conj hzg
    rw [map_mul, Complex.conj_ofReal] at hc
    rw [← inner_conj_symm b a]
    linear_combination z * hc - conj ⟪a, b⟫_ℂ * hzz
  -- both projectors see the combination with the same weight
  have h1 : ⟪a, a + z • b⟫_ℂ = ((1 + ‖⟪a, b⟫_ℂ‖ : ℝ) : ℂ) := by
    rw [inner_add_right, inner_smul_right, haa, hzg, Complex.ofReal_add, Complex.ofReal_one]
  have h2 : ⟪b, a + z • b⟫_ℂ = z * ((1 + ‖⟪a, b⟫_ℂ‖ : ℝ) : ℂ) := by
    rw [inner_add_right, inner_smul_right, hba, hbb, Complex.ofReal_add, Complex.ofReal_one]
    ring
  have hvv : ⟪a + z • b, a + z • b⟫_ℂ = ((2 * (1 + ‖⟪a, b⟫_ℂ‖) : ℝ) : ℂ) := by
    rw [inner_add_left, inner_smul_left, h1, h2, Complex.ofReal_mul, Complex.ofReal_ofNat]
    linear_combination ((1 + ‖⟪a, b⟫_ℂ‖ : ℝ) : ℂ) * hzz
  have hv : ‖a + z • b‖ ^ 2 = 2 * (1 + ‖⟪a, b⟫_ℂ‖) := by
    rw [← inner_self_eq_norm_sq (𝕜 := ℂ), hvv]
    exact Complex.ofReal_re _
  refine ⟨hv, ?_⟩
  have hp : hubbardCount ![a, b] (a + z • b)
      = ‖⟪a, a + z • b⟫_ℂ‖ ^ 2 + ‖⟪b, a + z • b⟫_ℂ‖ ^ 2 := Fin.sum_univ_two _
  rw [hp, hv, h1, h2, norm_mul, hz, Complex.norm_real, Real.norm_of_nonneg (by positivity)]
  ring
```

The phase condition is the hypothesis `hzg`. The two projections are `h1` and `h2`, and `hv` is the squared norm. The `linear_combination` steps carry out the algebra that uses $\overline z z=1$. For real orbitals with positive overlap one may take $z=1$, and $v$ is the familiar in-phase sum.

## The maximum and the state that reaches it

A suitable phase always exists: take $z=\overline s/|s|$ if $s\neq0$, and $z=1$ if $s=0$. Since $\|v\|^2=2(1+|s|)>0$, the vector $v$ can be normalised, and

$$u_{\max}=\frac{a+zb}{\sqrt{2(1+|s|)}},\qquad N(u_{\max})=1+|s| .$$

For the upper bound, the absolute overlap matrix has ones on its diagonal and $|s|$ off it. Both row sums equal $1+|s|$, so the general bound with $M=1+|s|$ gives $N(u)\le1+|s|$ for every unit $u$.

```lean
/-- For two unit projector orbitals `a` and `b`, the largest Hubbard occupation of a normalised
one-electron state is attained and equals `1 + |⟨a,b⟩|`. -/
theorem isGreatest_hubbardCount {a b : E} (ha : ‖a‖ = 1) (hb : ‖b‖ = 1) :
    IsGreatest (hubbardCount ![a, b] '' {u : E | ‖u‖ = 1}) (1 + ‖⟪a, b⟫_ℂ‖) := by
  constructor
  · -- a phase that aligns the two orbitals
    have phase : ∀ g : ℂ, ∃ z : ℂ, ‖z‖ = 1 ∧ z * g = (‖g‖ : ℂ) := by
      intro g
      by_cases hg : g = 0
      · exact ⟨1, by simp, by simp [hg]⟩
      · have hn : (‖g‖ : ℂ) ≠ 0 := Complex.ofReal_ne_zero.2 (norm_ne_zero_iff.2 hg)
        refine ⟨conj g / (‖g‖ : ℂ), ?_, ?_⟩
        · rw [norm_div, RCLike.norm_conj, Complex.norm_real, norm_norm,
            div_self (norm_ne_zero_iff.2 hg)]
        · rw [div_mul_eq_mul_div, Complex.conj_mul', pow_two, mul_div_assoc, div_self hn,
            mul_one]
    obtain ⟨z, hz, hzg⟩ := phase ⟪a, b⟫_ℂ
    obtain ⟨hv, hc⟩ := bonding_combination ha hb hz hzg
    have hv0 : ‖a + z • b‖ ≠ 0 := by
      intro h
      rw [h] at hv
      nlinarith [norm_nonneg ⟪a, b⟫_ℂ]
    -- normalise the bonding combination
    refine ⟨((‖a + z • b‖⁻¹ : ℝ) : ℂ) • (a + z • b), ?_, ?_⟩
    · change ‖((‖a + z • b‖⁻¹ : ℝ) : ℂ) • (a + z • b)‖ = 1
      rw [norm_smul, Complex.norm_real, norm_inv, norm_norm, inv_mul_cancel₀ hv0]
    · rw [hubbardCount_smul, hc, Complex.norm_real, norm_inv, norm_norm]
      field_simp
  · rintro _ ⟨u, hu, rfl⟩
    have hu1 : ‖u‖ = 1 := hu
    have haa : ‖⟪a, a⟫_ℂ‖ = 1 := by rw [inner_self_eq_norm_sq_to_K, ha]; simp
    have hbb : ‖⟪b, b⟫_ℂ‖ = 1 := by rw [inner_self_eq_norm_sq_to_K, hb]; simp
    have hba : ‖⟪b, a⟫_ℂ‖ = ‖⟪a, b⟫_ℂ‖ := by rw [← inner_conj_symm, RCLike.norm_conj]
    have h := hubbardCount_le ![a, b] (1 + ‖⟪a, b⟫_ℂ‖) (Fin.forall_fin_two.2 ⟨by
      rw [Fin.sum_univ_two]
      change ‖⟪a, a⟫_ℂ‖ + ‖⟪a, b⟫_ℂ‖ ≤ _
      linarith, by
      rw [Fin.sum_univ_two]
      change ‖⟪b, a⟫_ℂ‖ + ‖⟪b, b⟫_ℂ‖ ≤ _
      linarith⟩) u
    rwa [hu1, one_pow, mul_one] at h
```

The set `hubbardCount ![a, b] '' {u : E | ‖u‖ = 1}` contains all occupations of normalised states. `IsGreatest` says that $1+|s|$ belongs to this set and that no element exceeds it. The first half of the proof constructs the phase, applies `bonding_combination` and normalises with `hubbardCount_smul`; the second half checks the two row sums and calls `hubbardCount_le`. Because the maximiser is explicit, no compactness argument is needed, and the statement holds in infinite dimension too.

The value lies between 1, for orthogonal orbitals, and 2, for orbitals that differ only by a phase. An overlap of 0.2 allows a count of 1.2.

## When a single electron is overcounted

Some normalised state has an occupation above one precisely when $1+|s|>1$, that is, when $\langle a,b\rangle\neq0$.

```lean
/-- For two unit projector orbitals, some normalised one-electron state has Hubbard occupation
above one if and only if the orbitals are not orthogonal. -/
theorem overcounting_iff {a b : E} (ha : ‖a‖ = 1) (hb : ‖b‖ = 1) :
    (∃ u : E, ‖u‖ = 1 ∧ 1 < hubbardCount ![a, b] u) ↔ ⟪a, b⟫_ℂ ≠ 0 := by
  have hmax := isGreatest_hubbardCount ha hb
  constructor
  · rintro ⟨u, hu, h⟩
    have hle := hmax.2 ⟨u, hu, rfl⟩
    exact norm_pos_iff.1 (by linarith)
  · intro h
    obtain ⟨u, hu, hc⟩ := hmax.1
    have hpos := norm_pos_iff.2 h
    exact ⟨u, hu, by linarith⟩
```

In one direction, an occupation above one together with the upper bound forces $|s|>0$. In the other, the maximiser is itself an overcounted state. The criterion concerns the existence of such a state; for the same pair of orbitals, other states may have an occupation below one.

The excess doesn't require an electron that is shared between the atoms. Place it entirely in the orbital $a$, so that $u=a$. Then

$$N(a)=|\langle a,a\rangle|^2+|\langle b,a\rangle|^2=1+|\langle a,b\rangle|^2 .$$

The first site already reports a full electron, and the second adds the squared overlap.

```lean
/-- An electron placed exactly in the unit projector orbital `a` has Hubbard occupation
`1 + |⟨a,b⟩|²` when `b` is the second projector. -/
theorem hubbardCount_self {a : E} (ha : ‖a‖ = 1) (b : E) :
    hubbardCount ![a, b] a = 1 + ‖⟪a, b⟫_ℂ‖ ^ 2 := by
  have haa : ‖⟪a, a⟫_ℂ‖ = 1 := by rw [inner_self_eq_norm_sq_to_K, ha]; simp
  have hba : ‖⟪b, a⟫_ℂ‖ = ‖⟪a, b⟫_ℂ‖ := by rw [← inner_conj_symm, RCLike.norm_conj]
  have hp : hubbardCount ![a, b] a = ‖⟪a, a⟫_ℂ‖ ^ 2 + ‖⟪b, a⟫_ℂ‖ ^ 2 := Fin.sum_univ_two _
  rw [hp, haa, hba, one_pow]

end HubbardOvercounting
```

Here only `a` has to be normalised. For two unit orbitals with $0<|s|<1$ this count is smaller than the maximum, since $|s|^2<|s|$: with an overlap of 0.2 it is 1.04.

## Several sites with equal overlaps

The same argument settles a symmetric cluster, although the following equality is derived here by hand and isn't stated in the code. Let $n\ge1$ unit orbitals $p_i$ have the same real overlap $s\ge0$ for every pair, as for identical 1s orbitals, taken with the same sign, on the corners of an equilateral triangle. Every row sum is $M=1+(n-1)s$, so a normalised electron has an occupation of at most $M$. The in-phase sum $v=\sum_i p_i$ satisfies $\langle p_i,v\rangle=M$ for each $i$. Its squared norm is therefore $nM$ and its occupation is $nM^2$, which after normalisation gives $M$. The largest count of one electron is thus $1+(n-1)s$.

```lean
#print axioms HubbardOvercounting.isGreatest_hubbardCount
#print axioms HubbardOvercounting.overcounting_iff
#print axioms HubbardOvercounting.hubbardCount_self
```

```
'HubbardOvercounting.isGreatest_hubbardCount' depends on axioms: [propext, Classical.choice, Quot.sound]
'HubbardOvercounting.overcounting_iff' depends on axioms: [propext, Classical.choice, Quot.sound]
'HubbardOvercounting.hubbardCount_self' depends on axioms: [propext, Classical.choice, Quot.sound]
```
